# For the Ising model, the Bethe ordering threshold $K_c=\tfrac12\ln\frac{z}{z-2}$ exceeds the Bragg-Williams value $1/z$ for every $z>2$

## Could order appear before the zero-field slope reaches one?

I turn a fitted nearest-neighbour Ising coupling $J>0$ into a first estimate of the ordering temperature by dividing: $kT=J/K_c$, with $K_c=\tfrac12\ln\frac{z}{z-2}$ for $z$ neighbours in the Bethe approximation. The Bragg-Williams estimate is $kT=zJ$. Both formulas come from setting the slope of a self-consistency equation to one at zero field.

That looks only at small fields. Couldn't a solution at finite field appear at a weaker coupling, as happens at a first-order transition? And is the Bethe temperature below the Bragg-Williams one for every $z$, or only for the lattices I have tried?

## The slope is largest at zero field, so order starts at $K_c$

No finite-field solution appears early, and the Bethe temperature is the lower one for every real $z>2$.

Take Ising variables $s=\pm1$ with energy $-J\sum s_is_j$ over neighbouring pairs, and set $K=J/kT$. In the Bethe approximation a neighbour $s'$ feels a cavity field $h$, measured in units of $kT$, from its other $z-1$ neighbours. Summing over $s'$ gives

$$\sum_{s'=\pm1}e^{Kss'+hs'}=2\cosh(Ks+h),$$

which is proportional to $e^{us}$ with $u=\tfrac12\ln\frac{\cosh(K+h)}{\cosh(K-h)}$. Adding $z-1$ such contributions gives the update

$$F_K(h)=\frac{z-1}{2}\ln\frac{\cosh(K+h)}{\cosh(K-h)},$$

and self-consistency means $F_K(h)=h$. The zero field always solves this; a positive solution signals order.

**The critical coupling.** Differentiation gives

$$F_K'(h)=\frac{z-1}{2}\,[\tanh(K+h)+\tanh(K-h)],$$

so $F_K'(0)=(z-1)\tanh K$. With $x=e^{2K}$ we have $\tanh K=\frac{x-1}{x+1}$. Unit slope then means $(z-1)(x-1)=x+1$, or $x=\frac{z}{z-2}$, which is $K=K_c$.

**No order at or below $K_c$.** The addition formulas give

$$\tanh(K+h)+\tanh(K-h)=\frac{2\sinh K\cosh K}{\cosh^2K+\sinh^2h}.$$

For $K>0$ and $h>0$ this is less than $2\tanh K$. Since $\tanh$ is increasing, any $K\le K_c$ satisfies

$$F_K'(h)\le F_{K_c}'(h)<(z-1)\tanh K_c=1\qquad(h>0).$$

Hence $h-F_K(h)$ increases strictly from zero and cannot vanish again. This rules out the finite-field solution you were worried about.

**Order above $K_c$.** Now $F_K'(0)>1$, so $F_K(a)>a$ for some small $a>0$. Since $K>0$, comparing exponentials gives $\cosh(K+h)\le e^{2K}\cosh(K-h)$, and therefore $F_K(h)\le(z-1)K$. At $h=a+(z-1)K$ the update is below the diagonal, so by continuity it crosses the diagonal in between.

**Comparison with Bragg-Williams.** The update $m\mapsto\tanh(zKm)$ of the order parameter $m$ has slope $zK$ at $m=0$, which is one at $K=1/z$. Apply $\ln x<x-1$, valid for positive $x\ne1$, at $x=\frac{z-2}{z}$ and at its inverse:

$$-2K_c<-\frac2z,\qquad 2K_c<\frac{2}{z-2}.$$

So $\frac1z<K_c<\frac1{z-2}$. Multiplying by $z$ gives $1<zK_c<1+\frac{2}{z-2}$, and $zK_c\to1$ as $z\to\infty$. The product $zK_c$ is the ratio of the Bragg-Williams temperature to the Bethe temperature, so the two estimates agree in relative terms at large coordination.

### From a coupling to a temperature

Consider an equiatomic alloy on the bcc lattice, $z=8$, where an unlike pair of neighbours has energy $-J$ and a like pair $+J$, with $J=10$ meV. Reversing the sign convention for $s$ on one of the two sublattices turns this into the ferromagnetic problem above. Then $K_c=\tfrac12\ln\tfrac43\approx0.1438$ and $kT\approx69.5$ meV, about 807 K. Bragg-Williams gives 80 meV, about 928 K. For a model with only this pair interaction, the exact transition lies below the Bethe value, so a first temperature range for a Monte Carlo run should extend mainly downwards from it.

### What the Lean statements say

`betheCoupling z` is $K_c$, `cavityMap z K h` is $F_K(h)$, and `braggWilliamsMap z K m` is $\tanh(zKm)$. All variables are real numbers, so $z$ need not be an integer; the smallest integer allowed by $z>2$ is 3.

- `bethe_critical_iff`: for $z>2$, $(z-1)\tanh K=1$ holds exactly when $K=K_c$.
- `ordered_iff`: for $z>2$ and any real $K$, a positive $h$ with $F_K(h)=h$ exists exactly when $K>K_c$.
- `braggWilliams_critical_iff`: for $z\neq0$, the Bragg-Williams update has derivative 1 at $m=0$ exactly when $K=1/z$. For this map only the slope condition is proved, not the onset of nonzero solutions.
- `betheCoupling_bounds`: for $z>2$, $K_c$ lies strictly between $1/z$ and $1/(z-2)$.
- `tendsto_mul_betheCoupling`: $zK_c\to1$ as the real variable $z$ tends to infinity.

The Bethe update is a definition here, not derived from a lattice Hamiltonian. Using it on a crystal lattice assumes that the neighbours of a site are statistically independent of one another once that site is removed. Closed loops of bonds violate this, so $K_c$ is the threshold of the approximation and not that of the Ising model on the bcc lattice. A negative $K$ is allowed in `ordered_iff`, but a single uniform field does not describe alternating order, hence the sublattice reversal above.

```lean
import Mathlib

open Filter Topology Set

namespace BetheCriticalCoupling

noncomputable section

/-- The Bethe critical coupling `K_c = (1/2) ln (z / (z - 2))`, for coordination `z > 2`. -/
def betheCoupling (z : ℝ) : ℝ := Real.log (z / (z - 2)) / 2

/-- The Bethe update of the cavity field `h` at reduced coupling `K`: each of `z - 1`
neighbours contributes `(1/2) ln (cosh (K + h) / cosh (K - h))`. -/
def cavityMap (z K h : ℝ) : ℝ :=
  (z - 1) / 2 * Real.log (Real.cosh (K + h) / Real.cosh (K - h))

/-- The Bragg-Williams update of the order parameter `m` in the mean field of `z` neighbours. -/
def braggWilliamsMap (z K m : ℝ) : ℝ := Real.tanh (z * K * m)

/-- The hyperbolic tangent is strictly increasing. -/
theorem tanh_increasing : StrictMono Real.tanh := by
  intro x y hxy
  have h := Real.sinh_pos_iff.mpr (sub_pos.mpr hxy)
  rw [Real.sinh_sub] at h
  rw [Real.tanh_eq_sinh_div_cosh, Real.tanh_eq_sinh_div_cosh,
    div_lt_div_iff₀ (Real.cosh_pos x) (Real.cosh_pos y)]
  linarith

/-- For `z > 2` the condition `(z - 1) tanh K = 1` holds exactly at the Bethe coupling. -/
theorem bethe_critical_iff {z : ℝ} (hz : 2 < z) (K : ℝ) :
    (z - 1) * Real.tanh K = 1 ↔ K = betheCoupling z := by
  have hw : 0 < z - 2 := by linarith
  have key : (z - 1) * Real.tanh (betheCoupling z) = 1 := by
    have he := Real.exp_pos (betheCoupling z)
    have hsq : Real.exp (betheCoupling z) * Real.exp (betheCoupling z) = z / (z - 2) := by
      rw [← Real.exp_add, betheCoupling, add_halves, Real.exp_log (by positivity)]
    have h : (z - 2) * Real.exp (betheCoupling z) = z * (Real.exp (betheCoupling z))⁻¹ := by
      rw [eq_mul_inv_iff_mul_eq₀ he.ne', mul_assoc, hsq, mul_div_cancel₀ _ hw.ne']
    have hs : (z - 1) * Real.sinh (betheCoupling z) = Real.cosh (betheCoupling z) := by
      rw [Real.sinh_eq, Real.cosh_eq, Real.exp_neg]
      linear_combination h / 2
    rw [Real.tanh_eq_sinh_div_cosh, ← mul_div_assoc, hs, div_self (Real.cosh_pos _).ne']
  constructor
  · intro h
    have h1 : z - 1 ≠ 0 := by linarith
    exact tanh_increasing.injective (mul_left_cancel₀ h1 (h.trans key.symm))
  · rintro rfl
    exact key

/-- For `z ≠ 0` the Bragg-Williams update has unit slope at `m = 0` exactly when `K = 1/z`. -/
theorem braggWilliams_critical_iff {z : ℝ} (hz : z ≠ 0) (K : ℝ) :
    HasDerivAt (braggWilliamsMap z K) 1 0 ↔ K = 1 / z := by
  have d : HasDerivAt (braggWilliamsMap z K) (z * K) 0 := by
    have e : braggWilliamsMap z K =
        fun m => Real.sinh (z * K * m) / Real.cosh (z * K * m) := by
      funext m
      rw [braggWilliamsMap, Real.tanh_eq_sinh_div_cosh]
    have h1 := (hasDerivAt_id' (0 : ℝ)).const_mul (z * K)
    rw [e]
    exact (h1.sinh.fun_div h1.cosh (Real.cosh_pos _).ne').congr_deriv (by simp)
  constructor
  · intro h
    have h1 := h.unique d
    exact eq_div_of_mul_eq hz (by linarith)
  · intro h
    have h1 : z * K = 1 := by rw [h, mul_one_div_cancel hz]
    rwa [h1] at d

/-- For `z > 2` the Bethe coupling lies strictly between `1/z` and `1/(z - 2)`. -/
theorem betheCoupling_bounds {z : ℝ} (hz : 2 < z) :
    1 / z < betheCoupling z ∧ betheCoupling z < 1 / (z - 2) := by
  have h0 : 0 < z := by linarith
  have hw : 0 < z - 2 := by linarith
  have p0 : 0 < 1 / z := by positivity
  have pw : 0 < 1 / (z - 2) := by positivity
  have e0 : (z - 2) / z = 1 - 2 * (1 / z) := by
    rw [sub_div, div_self h0.ne']
    ring
  have ew : z / (z - 2) = 1 + 2 * (1 / (z - 2)) := by
    have hr : (z - 2) * (1 / (z - 2)) = 1 := mul_one_div_cancel hw.ne'
    rw [div_eq_iff hw.ne']
    linear_combination (-2) * hr
  -- Both bounds come from ln x < x - 1, at x = (z-2)/z and at its inverse.
  have l0 := Real.log_lt_sub_one_of_pos (div_pos hw h0) (by rw [e0]; intro h; linarith)
  have lw := Real.log_lt_sub_one_of_pos (div_pos h0 hw) (by rw [ew]; intro h; linarith)
  have hinv : Real.log ((z - 2) / z) = -Real.log (z / (z - 2)) := by
    rw [← Real.log_inv, inv_div]
  unfold betheCoupling
  constructor <;> linarith

/-- The slope of the Bethe update at cavity field `h`. -/
theorem hasDerivAt_cavityMap (z K h : ℝ) : HasDerivAt (cavityMap z K)
    ((z - 1) / 2 * (Real.tanh (K + h) + Real.tanh (K - h))) h := by
  have e : cavityMap z K = fun x => (z - 1) / 2 *
      (Real.log (Real.cosh (K + x)) - Real.log (Real.cosh (K - x))) := by
    funext x
    rw [cavityMap, Real.log_div (Real.cosh_pos _).ne' (Real.cosh_pos _).ne']
  have h1 := ((hasDerivAt_id' h).const_add K).cosh.log (Real.cosh_pos _).ne'
  have h2 := ((hasDerivAt_id' h).const_sub K).cosh.log (Real.cosh_pos _).ne'
  rw [e]
  refine ((h1.fun_sub h2).const_mul ((z - 1) / 2)).congr_deriv ?_
  simp only [Real.tanh_eq_sinh_div_cosh]
  ring

/-- For `K > 0`, a field `h > 0` lowers the sum `tanh (K + h) + tanh (K - h)` below its
zero-field value. -/
theorem tanh_add_tanh_lt {K h : ℝ} (hK : 0 < K) (hh : 0 < h) :
    Real.tanh (K + h) + Real.tanh (K - h) < 2 * Real.tanh K := by
  have hb := Real.sinh_pos_iff.mpr hK
  have hs := Real.sinh_pos_iff.mpr hh
  have ha := Real.cosh_pos K
  have hd : Real.cosh (K + h) * Real.cosh (K - h) = Real.cosh K ^ 2 + Real.sinh h ^ 2 := by
    rw [Real.cosh_add, Real.cosh_sub]
    linear_combination Real.cosh K ^ 2 * Real.cosh_sq h + Real.sinh h ^ 2 * Real.cosh_sq K
  have hn : Real.sinh (K + h) * Real.cosh (K - h) + Real.cosh (K + h) * Real.sinh (K - h)
      = 2 * Real.sinh K * Real.cosh K := by
    rw [Real.sinh_add, Real.cosh_sub, Real.cosh_add, Real.sinh_sub]
    linear_combination 2 * Real.sinh K * Real.cosh K * Real.cosh_sq h
  simp only [Real.tanh_eq_sinh_div_cosh]
  rw [div_add_div _ _ (Real.cosh_pos _).ne' (Real.cosh_pos _).ne', hn, hd,
    ← mul_div_assoc, div_lt_div_iff₀ (by positivity) ha]
  nlinarith [mul_pos hb (pow_pos hs 2)]

/-- For `z > 2` the Bethe update has a positive self-consistent cavity field exactly when
the coupling exceeds `K_c`. -/
theorem ordered_iff {z : ℝ} (hz : 2 < z) (K : ℝ) :
    (∃ h, 0 < h ∧ cavityMap z K h = h) ↔ betheCoupling z < K := by
  have hz1 : 0 < z - 1 := by linarith
  have hc := (bethe_critical_iff hz _).mpr rfl
  have hpos : 0 < betheCoupling z :=
    lt_trans (one_div_pos.mpr (by linarith)) (betheCoupling_bounds hz).1
  have hzero : cavityMap z K 0 = 0 := by simp [cavityMap, (Real.cosh_pos K).ne']
  constructor
  · rintro ⟨h, hh, hfix⟩
    by_contra hle
    have hK : K ≤ betheCoupling z := not_lt.mp hle
    -- At or below K_c, the difference h - cavityMap h increases strictly from zero.
    have hg : ∀ x, HasDerivAt (fun y => y - cavityMap z K y)
        (1 - (z - 1) / 2 * (Real.tanh (K + x) + Real.tanh (K - x))) x :=
      fun x => (hasDerivAt_id' x).fun_sub (hasDerivAt_cavityMap z K x)
    have hmono : StrictMonoOn (fun y => y - cavityMap z K y) (Ici 0) := by
      apply strictMonoOn_of_deriv_pos (convex_Ici 0)
        (fun x _ => (hg x).continuousAt.continuousWithinAt)
      intro x hx
      rw [interior_Ici] at hx
      rw [(hg x).deriv]
      have t1 := tanh_increasing.monotone (add_le_add hK (le_refl x))
      have t2 := tanh_increasing.monotone (sub_le_sub_right hK x)
      have t3 := tanh_add_tanh_lt hpos hx
      have t4 := mul_lt_mul_of_pos_left (lt_of_le_of_lt (add_le_add t1 t2) t3) hz1
      linarith
    have hlt : 0 - cavityMap z K 0 < h - cavityMap z K h :=
      hmono (mem_Ici.mpr le_rfl) (mem_Ici.mpr hh.le) hh
    linarith
  · intro hK
    have hK0 : 0 < K := hpos.trans hK
    have hslope : 1 < (z - 1) / 2 * (Real.tanh (K + 0) + Real.tanh (K - 0)) := by
      have := mul_lt_mul_of_pos_left (tanh_increasing hK) hz1
      rw [add_zero, sub_zero]
      linarith
    -- Above K_c the update starts above the diagonal.
    have ht := (hasDerivAt_iff_tendsto_slope.mp (hasDerivAt_cavityMap z K 0)).mono_left
      (nhdsWithin_mono 0 (fun x (hx : x ∈ Ioi (0 : ℝ)) => ne_of_gt hx))
    obtain ⟨a, ha, ha0⟩ := ((ht.eventually (lt_mem_nhds hslope)).and self_mem_nhdsWithin).exists
    have ha0' : 0 < a := ha0
    rw [slope_def_field, hzero, sub_zero, sub_zero, lt_div_iff₀ ha0', one_mul] at ha
    -- The update is bounded by (z-1)K, so it must cross the diagonal.
    have hb : ∀ x, cavityMap z K x ≤ (z - 1) * K := by
      intro x
      have e1 : Real.exp (K + x) = Real.exp (2 * K) * Real.exp (-(K - x)) := by
        rw [← Real.exp_add]
        congr 1
        ring
      have e2 : Real.exp (-(K + x)) ≤ Real.exp (2 * K) * Real.exp (K - x) := by
        rw [← Real.exp_add]
        exact Real.exp_le_exp.mpr (by linarith)
      have hr : Real.cosh (K + x) / Real.cosh (K - x) ≤ Real.exp (2 * K) := by
        rw [div_le_iff₀ (Real.cosh_pos _), Real.cosh_eq, Real.cosh_eq]
        linarith
      have hl := Real.log_le_log (div_pos (Real.cosh_pos _) (Real.cosh_pos _)) hr
      rw [Real.log_exp] at hl
      have := mul_le_mul_of_nonneg_left hl (half_pos hz1).le
      unfold cavityMap
      linarith
    have hM : 0 < (z - 1) * K := mul_pos hz1 hK0
    have hcont : ContinuousOn (fun x => cavityMap z K x - x) (Icc a (a + (z - 1) * K)) :=
      fun x _ => ((hasDerivAt_cavityMap z K x).continuousAt.sub
        continuousAt_id).continuousWithinAt
    have hmem : (0 : ℝ) ∈ Icc (cavityMap z K (a + (z - 1) * K) - (a + (z - 1) * K))
        (cavityMap z K a - a) :=
      ⟨by linarith [hb (a + (z - 1) * K)], by linarith⟩
    obtain ⟨x, hx, hfx⟩ := intermediate_value_Icc' (by linarith) hcont hmem
    exact ⟨x, lt_of_lt_of_le ha0' hx.1, sub_eq_zero.mp hfx⟩

/-- The product `z K_c` tends to one as the coordination `z` tends to infinity. -/
theorem tendsto_mul_betheCoupling :
    Tendsto (fun z : ℝ => z * betheCoupling z) atTop (𝓝 1) := by
  have hu : Tendsto (fun z : ℝ => 1 + 2 * (1 / (z - 2))) atTop (𝓝 1) := by
    have h1 : Tendsto (fun z : ℝ => z - 2) atTop atTop := by
      simpa [sub_eq_add_neg] using tendsto_atTop_add_const_right atTop (-2 : ℝ) tendsto_id
    simpa using ((h1.const_div_atTop 1).const_mul 2).const_add 1
  refine tendsto_of_tendsto_of_tendsto_of_le_of_le' tendsto_const_nhds hu ?_ ?_
  · filter_upwards [eventually_gt_atTop (2 : ℝ)] with z hz
    have h := (div_lt_iff₀ (by linarith : 0 < z)).mp (betheCoupling_bounds hz).1
    linarith
  · filter_upwards [eventually_gt_atTop (2 : ℝ)] with z hz
    have hr : (z - 2) * (1 / (z - 2)) = 1 := mul_one_div_cancel (by linarith)
    have h := mul_le_mul_of_nonneg_left (betheCoupling_bounds hz).2.le
      (by linarith : 0 ≤ z)
    linarith

end

end BetheCriticalCoupling
```

```lean
#print axioms BetheCriticalCoupling.braggWilliams_critical_iff
-- 'BetheCriticalCoupling.braggWilliams_critical_iff' depends on axioms: [propext, Classical.choice, Quot.sound]
#print axioms BetheCriticalCoupling.ordered_iff
-- 'BetheCriticalCoupling.ordered_iff' depends on axioms: [propext, Classical.choice, Quot.sound]
#print axioms BetheCriticalCoupling.tendsto_mul_betheCoupling
-- 'BetheCriticalCoupling.tendsto_mul_betheCoupling' depends on axioms: [propext, Classical.choice, Quot.sound]
```

### How the Lean proof runs

`tanh_increasing` expands $\sinh(y-x)>0$ and compares the two quotients $\sinh/\cosh$ by cross-multiplication. In `bethe_critical_iff`, the line `hsq` states $e^{2K_c}=z/(z-2)$. From it follows $(z-1)\sinh K_c=\cosh K_c$, which is the critical condition. Uniqueness comes from the injectivity of $\tanh$.

`braggWilliams_critical_iff` computes the derivative $zK$ and uses the fact that a function has at most one derivative at a point. `betheCoupling_bounds` takes the two logarithmic inequalities as `l0` and `lw`, and `linarith` combines them.

`hasDerivAt_cavityMap` splits the logarithm of the quotient into a difference before differentiating. In `tanh_add_tanh_lt`, `hn` and `hd` are the numerator and denominator of the addition formula; the closing `nlinarith` uses $\sinh K\,\sinh^2h>0$.

The first half of `ordered_iff` supposes a positive solution at some $K\le K_c$. The steps `t1` and `t2` replace $K$ by $K_c$ in the slope, `t3` applies the strict inequality, and `strictMonoOn_of_deriv_pos` makes $h-F_K(h)$ strictly increasing, a contradiction. The second half obtains the point `a` from the limit of difference quotients on the right of zero, proves the bound $(z-1)K$ as `hb`, and finds the crossing with `intermediate_value_Icc'`. The last theorem squeezes $zK_c$ between 1 and $1+2/(z-2)$.

### The chain, $z=2$

The condition $z\ge2$ would not be enough. At $z=2$ the critical equation reads $\tanh K=1$, which no real $K$ satisfies. For $K>0$ the slope of the update never exceeds $\tanh K<1$ at $h\ge0$, so there is no positive self-consistent field at any finite coupling: the chain does not order at nonzero temperature. Lean's convention for division by zero would set `betheCoupling 2` to 0, and the equivalence in `ordered_iff` would then wrongly predict order for every $K>0$.
